# For orthogonal U and V and nonnegative s, the nuclear norm of U diag(s) Vᵀ is the sum of the sᵢ

The theorem `nuclearNorm_svd` says that if U and V are real orthogonal matrices of the same finite size and every sᵢ is nonnegative, then the singular values of U diag(s) Vᵀ, defined as the square roots of the eigenvalues of its Gram matrix, add up to ∑ sᵢ. If the matrix is read as the real amplitudes of a pure state of two systems of equal finite dimension, the sᵢ are its Schmidt coefficients and the nuclear norm is their sum. The state need not be normalised; for a nonzero state, normalising it divides this sum by √(∑ sᵢ²). The proof takes the overlaps `O` between the columns of V and an orthonormal eigenbasis of the Gram matrix, and shows that a nonzero overlap forces the corresponding singular values to be equal. Since the squared overlaps sum to one along each row and each column, the two sums then agree.

Lean 4 with Mathlib refuses this proof:

```lean
import Mathlib

open Matrix

namespace NuclearNormSvd

noncomputable section

variable {n : Type*} [Fintype n]

/-- The squared length of a column of `M` is a diagonal entry of the Gram matrix `Mᵀ M`. -/
theorem sum_col_sq (M : Matrix n n ℝ) (i : n) : ∑ k, M k i ^ 2 = (Mᵀ * M) i i := by
  simp only [Matrix.mul_apply, transpose_apply, sq]

/-- The Gram matrix `Xᵀ X` of a real matrix is symmetric. -/
theorem gram_isHermitian (X : Matrix n n ℝ) : (Xᵀ * X).IsHermitian := by
  rw [IsHermitian, conjTranspose_eq_transpose_of_trivial, transpose_mul, transpose_transpose]

variable [DecidableEq n]

/-- The singular values of `X`: square roots of the eigenvalues of `Xᵀ X`. -/
def singularValue (X : Matrix n n ℝ) (i : n) : ℝ := √((gram_isHermitian X).eigenvalues i)

/-- The nuclear norm: the sum of the singular values. -/
def nuclearNorm (X : Matrix n n ℝ) : ℝ := ∑ i, singularValue X i

/-- The matrix `U diag(s) Vᵀ`. -/
def svd (U : Matrix n n ℝ) (s : n → ℝ) (V : Matrix n n ℝ) : Matrix n n ℝ :=
  U * diagonal s * Vᵀ

/-- Every real square matrix has an orthogonal matrix of right singular vectors, which
diagonalizes `Xᵀ X` with the squared singular values on the diagonal. -/
theorem exists_right_singular_vectors (X : Matrix n n ℝ) : ∃ E : Matrix n n ℝ,
    Eᵀ * E = 1 ∧ Xᵀ * X * E = E * diagonal (fun i => singularValue X i ^ 2) := by
  have hp : (Xᵀ * X).PosSemidef := by
    have h := posSemidef_conjTranspose_mul_self X
    rwa [conjTranspose_eq_transpose_of_trivial] at h
  have hH := gram_isHermitian X
  refine ⟨(hH.eigenvectorUnitary : Matrix n n ℝ), ?_, ?_⟩
  · have h := mem_unitaryGroup_iff'.mp hH.eigenvectorUnitary.2
    rwa [star_eq_conjTranspose, conjTranspose_eq_transpose_of_trivial] at h
  · ext i j
    have h := congrFun (hH.mulVec_eigenvectorBasis j) i
    have hs : singularValue X j ^ 2 = hH.eigenvalues j :=
      Real.sq_sqrt (hp.eigenvalues_nonneg j)
    rw [mul_diagonal, hs, mul_comm _ (hH.eigenvalues j)]
    exact h

/-- For orthogonal `U`, the left factors cancel in the product of `(U diag(w) Vᵀ)ᵀ` with
`U diag(s) Vᵀ`. -/
theorem svd_gram {U : Matrix n n ℝ} (hU : Uᵀ * U = 1) (V : Matrix n n ℝ) (w s : n → ℝ) :
    (svd U w V)ᵀ * svd U s V = V * (diagonal w * diagonal s) * Vᵀ := by
  calc (svd U w V)ᵀ * svd U s V = V * (diagonal w * ((Uᵀ * U) * (diagonal s * Vᵀ))) := by
        simp only [svd, transpose_mul, transpose_transpose, diagonal_transpose,
          Matrix.mul_assoc]
    _ = _ := by rw [hU, Matrix.one_mul]; simp only [Matrix.mul_assoc]

/-- For orthogonal `U`, `V` and nonnegative `s`, the nuclear norm of `U diag(s) Vᵀ` is the
sum of the `s i`. -/
theorem nuclearNorm_svd {U V : Matrix n n ℝ} (hU : Uᵀ * U = 1) (hV : Vᵀ * V = 1)
    {s : n → ℝ} (hs : ∀ i, 0 ≤ s i) : nuclearNorm (svd U s V) = ∑ i, s i := by
  obtain ⟨E, hE, hX⟩ := exists_right_singular_vectors (svd U s V)
  rw [svd_gram hU] at hX
  -- `O` holds the overlaps between the two sets of right singular vectors
  obtain ⟨O, hO⟩ : ∃ O, O = Vᵀ * E := ⟨_, rfl⟩
  have hOO : Oᵀ * O = 1 := by
    rw [hO, transpose_mul, transpose_transpose, Matrix.mul_assoc, ← Matrix.mul_assoc V,
      _root_.mul_eq_one_comm.mp hV, Matrix.one_mul, hE]
  have hcol : ∀ i, ∑ j, O j i ^ 2 = 1 := fun i => by rw [sum_col_sq, hOO, one_apply_eq]
  have hrow : ∀ j, ∑ i, O j i ^ 2 = 1 := fun j => by
    have h := sum_col_sq Oᵀ j
    rw [transpose_transpose, _root_.mul_eq_one_comm.mp hOO, one_apply_eq] at h
    exact h
  have key : diagonal s * diagonal s * O
      = O * diagonal (fun i => singularValue (svd U s V) i ^ 2) := by
    rw [hO]
    calc _ = (Vᵀ * V) * (diagonal s * diagonal s * (Vᵀ * E)) := by rw [hV, Matrix.one_mul]
      _ = Vᵀ * (V * (diagonal s * diagonal s) * Vᵀ * E) := by simp only [Matrix.mul_assoc]
      _ = _ := by rw [hX, Matrix.mul_assoc]
  -- a nonzero overlap forces equal singular values
  have hpt : ∀ i j, O j i ^ 2 * singularValue (svd U s V) i = s j * O j i ^ 2 := by
    intro i j
    have h := congrFun (congrFun key j) i
    rw [Matrix.mul_assoc, diagonal_mul, diagonal_mul, mul_diagonal] at h
    rcases eq_or_ne (O j i) 0 with h0 | h0
    · rw [h0]; ring
    · have h2 : s j ^ 2 = singularValue (svd U s V) i ^ 2 :=
        mul_right_cancel₀ h0 (by linear_combination h)
      rw [← (sq_eq_sq₀ (hs j) (Real.sqrt_nonneg _)).mp h2, mul_comm]
  rw [nuclearNorm]
  calc _ = ∑ i, ∑ j, O j i ^ 2 * singularValue (svd U s V) i :=
        Finset.sum_congr rfl fun i _ => by rw [← Finset.sum_mul, hcol, one_mul]
    _ = ∑ j, ∑ i, s j * O j i ^ 2 := by
        rw [Finset.sum_comm]
        exact Finset.sum_congr rfl fun j _ => Finset.sum_congr rfl fun i _ => hpt i j
    _ = _ := Finset.sum_congr rfl fun j _ => by rw [← Finset.mul_sum, hrow, mul_one]

end

end NuclearNormSvd
```

The compiler's answer:

```
Main.lean:89:10: error: Tactic `rewrite` failed: Did not find an occurrence of the pattern
  √(⋯.eigenvalues i)
in the target expression
  O j i ^ 2 * singularValue (svd U s V) i = s j * O j i ^ 2

case inr
n : Type u_1
inst✝¹ : Fintype n
inst✝ : DecidableEq n
U V : Matrix n n ℝ
hU : Uᵀ * U = 1
hV : Vᵀ * V = 1
s : n → ℝ
hs : ∀ (i : n), 0 ≤ s i
E : Matrix n n ℝ
hE : Eᵀ * E = 1
hX : V * (diagonal s * diagonal s) * Vᵀ * E = E * diagonal fun i => singularValue (svd U s V) i ^ 2
O : Matrix n n ℝ
hO : O = Vᵀ * E
hOO : Oᵀ * O = 1
hcol : ∀ (i : n), ∑ j, O j i ^ 2 = 1
hrow : ∀ (j : n), ∑ i, O j i ^ 2 = 1
key : diagonal s * diagonal s * O = O * diagonal fun i => singularValue (svd U s V) i ^ 2
i j : n
h : s j * (s j * O j i) = O j i * singularValue (svd U s V) i ^ 2
h0 : O j i ≠ 0
h2 : s j ^ 2 = singularValue (svd U s V) i ^ 2
⊢ O j i ^ 2 * singularValue (svd U s V) i = s j * O j i ^ 2

Note: The target expression is not type-correct under the `implicit` transparency level, which may have triggered the failure. This is usually caused by unfolding of semireducible definitions in prior tactic steps. Use `set_option linter.tacticCheckInstances true` to investigate the source of the issue.
Full error:
  function expected
    O j
```

Lean accepts the file once it reads:

```diff
@@ -87,5 +87,7 @@
     · have h2 : s j ^ 2 = singularValue (svd U s V) i ^ 2 :=
         mul_right_cancel₀ h0 (by linear_combination h)
-      rw [← (sq_eq_sq₀ (hs j) (Real.sqrt_nonneg _)).mp h2, mul_comm]
+      have h3 : s j = singularValue (svd U s V) i :=
+        (sq_eq_sq₀ (hs j) (Real.sqrt_nonneg _)).mp h2
+      rw [h3, mul_comm]
   rw [nuclearNorm]
   calc _ = ∑ i, ∑ j, O j i ^ 2 * singularValue (svd U s V) i :=
```

The error is in the case of a nonzero overlap, where `h2` says that the squares of `s j` and the singular value are equal. The rewrite uses a term whose type was never stated. In it, `Real.sqrt_nonneg _` makes the second number a literal square root, and Lean accepts `h2` by unfolding `singularValue`. The resulting equation is therefore `s j = √(⋯.eigenvalues i)`, and `←` makes `rw` look for that root. The goal has `singularValue (svd U s V) i` instead, which `rw` does not unfold in its search, so no occurrence is found.

The repair states the equation as `h3`, with `singularValue` on the right. The same proof term is accepted because the two forms are equal by definition, and `rw` now works with the form the goal uses. Rewriting `s j` forwards instead of the singular value backwards is incidental: with `h3`, either direction would do.

The message's note about `O j` not being a function under `implicit` transparency is not the cause here, since the repaired rewrite works on the same goal.
